# The sign of the product of principal g values from the trace of a product of three Zeeman matrices

The signs of principal g values depend on which rotations are allowed to diagonalise the g matrix. Here the principal values \(p_0,p_1,p_2\) of a real \(3\times3\) matrix \(g\) are the numbers in a decomposition

\[
g = R\,\operatorname{diag}(p_0,p_1,p_2)\,S^{T},
\]

in which \(R\) and \(S\) are both proper rotations, that is, orthogonal with determinant \(+1\). The rotation \(R\) acts on the pseudospin axes and \(S\) on the axes of the magnetic field. If an improper \(R\) were allowed, it could absorb a minus sign and the product \(p_0p_1p_2\) would have no definite sign. Even with proper rotations the individual signs are not fixed, since a half turn about one pseudospin axis reverses two of them together. The product is unaffected by this.

The second choice concerns the doublet. Its two states are known only up to a unitary change of basis, which includes the arbitrary phases that a diagonalisation routine returns. Such a change is represented by conjugating all the operators with one unitary \(2\times2\) matrix \(U\).

With these choices, the sign of \(p_0p_1p_2\) can be read from one trace, in whatever basis the doublet was computed. This is of use in electronic-structure calculations of g matrices, for an isolated doublet whose Zeeman interaction is linear in the field.

In Lean 4 with Mathlib:

```lean
import Mathlib

open Matrix

namespace GTensorSign

noncomputable section
```

## Zeeman matrices of a doublet

The axes \(x,y,z\) are numbered \(0,1,2\), and the Pauli matrices are

\[
\sigma_0=\begin{pmatrix}0&1\\1&0\end{pmatrix},\quad
\sigma_1=\begin{pmatrix}0&-i\\i&0\end{pmatrix},\quad
\sigma_2=\begin{pmatrix}1&0\\0&-1\end{pmatrix}.
\]

```lean
/-- The three Pauli matrices, numbered 0, 1, 2 for x, y, z. -/
def pauli : Fin 3 → Matrix (Fin 2) (Fin 2) ℂ :=
  ![!![0, 1; 1, 0], !![0, -Complex.I; Complex.I, 0], !![1, 0; 0, -1]]
```

In a field \(B\) with components \(B_k\), the doublet has the Hamiltonian \(H=\mu_B\sum_k B_k Z_k\), where \(\mu_B\) is the Bohr magneton and

\[
Z_k=\tfrac12\sum_a g_{ak}\,\sigma_a .
\]

The first index of \(g\) belongs to the pseudospin and the second to the field. No symmetry of \(g\) is assumed. In the code \(Z_k\) is `zeeman g k`, a dimensionless complex matrix, and the entries of `g` are real numbers that are cast to complex ones.

```lean
/-- The Zeeman matrix of a Kramers doublet for the field direction `k`:
half the sum over `a` of `g a k` times the Pauli matrix `a`. -/
def zeeman (g : Matrix (Fin 3) (Fin 3) ℝ) (k : Fin 3) : Matrix (Fin 2) (Fin 2) ℂ :=
  (1 / 2 : ℂ) • ∑ a, (g a k : ℂ) • pauli a
```

A calculation usually supplies the matrices first and \(g\) afterwards. Let \(M_k\) be the matrix of the operator that multiplies \(\mu_B B_k\) in the Hamiltonian, taken between the two doublet states. For electrons, apart from relativistic corrections to the Zeeman operator, this is the total orbital angular momentum plus \(g_e\) times the total spin, in units of \(\hbar\), with \(g_e\) the positive free-electron g factor. Since \(\operatorname{Tr}(\sigma_a\sigma_b)=2\delta_{ab}\), the entry of \(g\) is recovered by

\[
g_{ak}=\operatorname{Re}\operatorname{Tr}(\sigma_a M_k).
\]

The sign convention matters: the magnetic moment itself carries an extra factor \(-\mu_B\), and using it in place of \(M_k\) would reverse the final sign.

```lean
/-- The g matrix read off from three 2 by 2 matrices `M k`, the coefficients of the Bohr magneton
times the field components in the Hamiltonian: its entry `a k` is the real part of the trace of the
Pauli matrix `a` times `M k`. -/
def gTensor (M : Fin 3 → Matrix (Fin 2) (Fin 2) ℂ) : Matrix (Fin 3) (Fin 3) ℝ :=
  Matrix.of fun a k => (trace (pauli a * M k)).re
```

## The triple trace is a determinant

Inserting the Pauli matrices into the sum gives

\[
Z_k=\frac12\begin{pmatrix} g_{2k} & g_{0k}-i g_{1k}\\ g_{0k}+i g_{1k} & -g_{2k}\end{pmatrix}.
\]

```lean
/-- The Zeeman matrix written out in the basis of the two doublet states. -/
theorem zeeman_eq (g : Matrix (Fin 3) (Fin 3) ℝ) (k : Fin 3) :
    zeeman g k =
      !![(g 2 k : ℂ) / 2, ((g 0 k : ℂ) - Complex.I * (g 1 k : ℂ)) / 2;
         ((g 0 k : ℂ) + Complex.I * (g 1 k : ℂ)) / 2, -(g 2 k : ℂ) / 2] := by
  ext i j
  fin_cases i <;> fin_cases j <;> simp [zeeman, pauli, Fin.sum_univ_three] <;> ring
```

The proof compares the four entries one at a time: `fin_cases` lists them, `simp` expands the sum over \(a\), and `ring` settles the remaining algebra.

Now write \(z_k=g_{2k}\) and \(c_k=g_{0k}+ig_{1k}\), with a bar for complex conjugation. The product of the first two matrices is

\[
4Z_0Z_1=\begin{pmatrix} z_0z_1+\bar c_0c_1 & z_0\bar c_1-\bar c_0z_1\\ c_0z_1-z_0c_1 & c_0\bar c_1+z_0z_1\end{pmatrix}.
\]

Multiplying by \(2Z_2\) and taking the trace, the terms \(z_0z_1z_2\) cancel and

\[
8\operatorname{Tr}(Z_0Z_1Z_2)= z_0(\bar c_1c_2-c_1\bar c_2)-z_1(\bar c_0c_2-c_0\bar c_2)+z_2(\bar c_0c_1-c_0\bar c_1).
\]

Each bracket is twice the imaginary part of its first term, times \(i\):

\[
\bar c_jc_k-c_j\bar c_k=2i\,(g_{0j}g_{1k}-g_{1j}g_{0k}).
\]

The right-hand side is therefore \(2i\) times the expansion of \(\det g\) along its last row, and

\[
\operatorname{Tr}(Z_0Z_1Z_2)=\frac{i}{4}\det g .
\]

```lean
/-- The trace of the product of the three Zeeman matrices is `i/4` times the
determinant of the g matrix. -/
theorem trace_zeeman_triple (g : Matrix (Fin 3) (Fin 3) ℝ) :
    trace (zeeman g 0 * zeeman g 1 * zeeman g 2) = Complex.I / 4 * (g.det : ℂ) := by
  rw [zeeman_eq g 0, zeeman_eq g 1, zeeman_eq g 2, Matrix.mul_fin_two,
    Matrix.mul_fin_two, Matrix.trace_fin_two_of, Matrix.det_fin_three]
  push_cast
  ring
```

The three `zeeman_eq` rewrites insert the explicit matrices, and `Matrix.mul_fin_two` carries out the two multiplications. The determinant is expanded by `Matrix.det_fin_three`, after which `ring` confirms that the two polynomials agree.

The order of the factors is part of the statement. Exchanging two field axes exchanges two columns of \(g\) and reverses the determinant, so the axes \(0,1,2\) should form a right-handed set.

## Independence of the doublet basis

In another orthonormal basis each \(Z_k\) becomes \(UZ_kU^\dagger\), with the same \(U\) for all three. Because \(U^\dagger U=1\), the inner factors cancel:

\[
(UZ_0U^\dagger)(UZ_1U^\dagger)(UZ_2U^\dagger)=U\,Z_0Z_1Z_2\,U^\dagger .
\]

Cyclicity of the trace removes the outer pair:

\[
\operatorname{Tr}(U Z_0Z_1Z_2U^\dagger)=\operatorname{Tr}(U^\dagger U Z_0Z_1Z_2)=\frac{i}{4}\det g .
\]

```lean
/-- In every orthonormal basis of the doublet, reached by a unitary `U`, the trace of
the product of the three Zeeman matrices is `i/4` times the determinant of `g`. -/
theorem trace_zeeman_triple_unitary (g : Matrix (Fin 3) (Fin 3) ℝ)
    (U : Matrix (Fin 2) (Fin 2) ℂ) (hU : U ∈ Matrix.unitaryGroup (Fin 2) ℂ) :
    trace ((U * zeeman g 0 * Uᴴ) * (U * zeeman g 1 * Uᴴ) * (U * zeeman g 2 * Uᴴ))
      = Complex.I / 4 * (g.det : ℂ) := by
  have h : Uᴴ * U = 1 := Matrix.mem_unitaryGroup_iff'.1 hU
  -- the inner pairs of unitaries cancel
  have e : (U * zeeman g 0 * Uᴴ) * (U * zeeman g 1 * Uᴴ) * (U * zeeman g 2 * Uᴴ)
      = U * (zeeman g 0 * zeeman g 1 * zeeman g 2) * Uᴴ := by
    calc _ = U * zeeman g 0 * (Uᴴ * U) * zeeman g 1 * (Uᴴ * U) * zeeman g 2 * Uᴴ := by
          simp only [mul_assoc]
      _ = _ := by
          rw [h]
          simp only [mul_one, mul_assoc]
  -- the outer pair cancels under the trace
  rw [e, Matrix.trace_mul_comm, ← mul_assoc, h, one_mul, trace_zeeman_triple]
```

The hypothesis `hU` says that `U` is unitary, and `h` extracts from it the relation \(U^\dagger U=1\). The equation `e` is the first display above, obtained by regrouping the product. The last line uses `Matrix.trace_mul_comm` for the cyclic step and then the previous theorem. A diagonal \(U\) with two arbitrary phases is a special case, so the phases of the doublet states need not be fixed before the trace is taken.

## Reading off the sign

For \(g=R\,\operatorname{diag}(p)\,S^T\) with proper \(R\) and \(S\),

\[
\det g=\det R\;(p_0p_1p_2)\,\det S=p_0p_1p_2 .
\]

The imaginary part of the trace is \(\tfrac14\det g\) in every doublet basis, and the factor \(\tfrac14\) is positive. Hence

\[
\operatorname{sign}(p_0p_1p_2)=\operatorname{sign}\,\operatorname{Im}\operatorname{Tr}\big[(UZ_0U^\dagger)(UZ_1U^\dagger)(UZ_2U^\dagger)\big].
\]

```lean
/-- Let `g` have principal values `p` with respect to two proper rotations `R` and `S`. In every
orthonormal basis of the doublet, the sign of the product of the principal values is the sign of the
imaginary part of the trace of the product of the three Zeeman matrices, taken in the order 0, 1, 2.
-/
theorem sign_principal_values (g R S : Matrix (Fin 3) (Fin 3) ℝ) (p : Fin 3 → ℝ)
    (hR : R ∈ Matrix.specialOrthogonalGroup (Fin 3) ℝ)
    (hS : S ∈ Matrix.specialOrthogonalGroup (Fin 3) ℝ)
    (hg : g = R * Matrix.diagonal p * Sᵀ)
    (U : Matrix (Fin 2) (Fin 2) ℂ) (hU : U ∈ Matrix.unitaryGroup (Fin 2) ℂ) :
    SignType.sign (p 0 * p 1 * p 2) = SignType.sign
      (trace ((U * zeeman g 0 * Uᴴ) * (U * zeeman g 1 * Uᴴ)
        * (U * zeeman g 2 * Uᴴ))).im := by
  -- proper rotations do not change the determinant
  have hdet : g.det = p 0 * p 1 * p 2 := by
    rw [hg, Matrix.det_mul, Matrix.det_mul, Matrix.det_transpose, Matrix.det_diagonal,
      (Matrix.mem_specialOrthogonalGroup_iff.1 hR).2,
      (Matrix.mem_specialOrthogonalGroup_iff.1 hS).2, Fin.prod_univ_three, one_mul, mul_one]
  have e : Complex.I / 4 * (g.det : ℂ) = ((1 / 4 * g.det : ℝ) : ℂ) * Complex.I := by
    push_cast
    ring
  rw [trace_zeeman_triple_unitary g U hU, e, Complex.im_ofReal_mul, Complex.I_im, mul_one,
    ← hdet, sign_mul (1 / 4 : ℝ) g.det, sign_pos (by norm_num : (0 : ℝ) < 1 / 4), one_mul]
```

Membership of `R` and `S` in `Matrix.specialOrthogonalGroup` expresses that they are proper rotations. The decomposition `hg` is a hypothesis. Any real \(g\) has one, by the singular value decomposition with reflections moved into the signs of \(p\), but the theorem takes it as given. The function `SignType.sign` has the values \(-1\), \(0\) and \(1\), so the statement includes the case of a vanishing principal value, where both sides are zero.

In the proof, `hdet` is the determinant calculation. The equation `e` rewrites \(\tfrac{i}{4}\det g\) as a real number times \(i\), from which the imaginary part is taken, and `sign_pos` disposes of the factor \(\tfrac14\).

## From computed matrices to the determinant

The operators \(M_k\) are Hermitian. For a Kramers doublet they are also traceless, because angular momentum is odd under time reversal and its expectation values in the two partner states are opposite. Such a matrix has the form

\[
M_k=\begin{pmatrix} m&\bar n\\ n&-m\end{pmatrix},\qquad m\in\mathbb R,\; n\in\mathbb C .
\]

The three traces are

\[
\operatorname{Tr}(\sigma_0M_k)=2\operatorname{Re}n,\quad
\operatorname{Tr}(\sigma_1M_k)=2\operatorname{Im}n,\quad
\operatorname{Tr}(\sigma_2M_k)=2m .
\]

Using them as \(g_{0k},g_{1k},g_{2k}\) in the explicit form of \(Z_k\) gives diagonal entries \(\pm m\) and off-diagonal entries \(\operatorname{Re}n\mp i\operatorname{Im}n\), which is \(M_k\) again.

```lean
/-- Three Hermitian traceless 2 by 2 matrices are the Zeeman matrices of the g matrix read off from
them. -/
theorem zeeman_gTensor (M : Fin 3 → Matrix (Fin 2) (Fin 2) ℂ)
    (hH : ∀ k, (M k).IsHermitian) (hT : ∀ k, trace (M k) = 0) (k : Fin 3) :
    zeeman (gTensor M) k = M k := by
  -- real and imaginary parts of the Hermiticity and trace conditions
  have h0 := congrArg Complex.im ((hH k).apply 0 0)
  have h1 := congrArg Complex.re ((hH k).apply 1 0)
  have h2 := congrArg Complex.im ((hH k).apply 1 0)
  have ht := hT k
  rw [Matrix.trace_fin_two] at ht
  have h3 := congrArg Complex.re ht
  have h4 := congrArg Complex.im ht
  simp only [Complex.star_def, Complex.conj_re, Complex.conj_im, Complex.add_re,
    Complex.add_im, Complex.zero_re, Complex.zero_im] at h0 h1 h2 h3 h4
  rw [zeeman_eq]
  ext i j
  fin_cases i <;> fin_cases j <;> apply Complex.ext <;>
    simp [gTensor, pauli, Matrix.trace_fin_two, Matrix.mul_apply, Fin.sum_univ_two] <;>
    linarith
```

Hermiticity and vanishing trace enter as `hH` and `hT`; time reversal does not appear in the code. The proof splits both conditions into real and imaginary parts, `h0` to `h4`, and compares the matrices entry by entry, with `linarith` solving the resulting linear equations. The trace condition is needed for this reconstruction: the identity matrix is Hermitian, but all its traces with Pauli matrices vanish, so a zero column of \(g\) would be read off from it.

Since \(M_k=Z_k\) for the extracted \(g\), the determinant formula applies directly:

\[
\operatorname{Tr}(M_0M_1M_2)=\frac{i}{4}\det g,
\qquad
\det g=4\operatorname{Im}\operatorname{Tr}(M_0M_1M_2).
\]

```lean
/-- For three Hermitian traceless 2 by 2 matrices, the determinant of the g matrix read off from
them is four times the imaginary part of the trace of their product in the order 0, 1, 2. -/
theorem det_gTensor (M : Fin 3 → Matrix (Fin 2) (Fin 2) ℂ)
    (hH : ∀ k, (M k).IsHermitian) (hT : ∀ k, trace (M k) = 0) :
    (gTensor M).det = 4 * (trace (M 0 * M 1 * M 2)).im := by
  have h := trace_zeeman_triple (gTensor M)
  simp only [zeeman_gTensor M hH hT] at h
  have e : Complex.I / 4 * ((gTensor M).det : ℂ)
      = ((1 / 4 * (gTensor M).det : ℝ) : ℂ) * Complex.I := by
    push_cast
    ring
  rw [h, e, Complex.im_ofReal_mul, Complex.I_im]
  ring
```

The proof applies `trace_zeeman_triple` to `gTensor M`, replaces each Zeeman matrix by `M k`, and takes the imaginary part. In a program this amounts to two multiplications of \(2\times2\) matrices and a trace. The entries of the extracted \(g\) do depend on the doublet basis, because a unitary change of basis rotates the pseudospin axes, whereas its determinant does not.

## Why two factors are too few

Traces of pairs are also independent of the basis, and they are simpler:

\[
\operatorname{Tr}(Z_jZ_k)=\tfrac12\sum_a g_{aj}g_{ak}=\tfrac12\,(g^Tg)_{jk}.
\]

They determine the Zeeman splitting \(\mu_B\sqrt{B^Tg^TgB}\) for every field direction, but they lose the sign. Replacing \(g\) by \(-g\) turns every \(Z_k\) into \(-Z_k\), and therefore

\[
\operatorname{Tr}\big[(-Z_j)(-Z_k)\big]=\operatorname{Tr}(Z_jZ_k),\qquad
\operatorname{Tr}\big[(-Z_0)(-Z_1)(-Z_2)\big]=-\operatorname{Tr}(Z_0Z_1Z_2).
\]

When \(\det g\neq0\), the matrices \(g\) and \(-g\) thus have the same pair traces and opposite signs of the product of principal values. No formula built from pair traces alone can tell them apart.

```lean
/-- Reversing the sign of `g` leaves the trace of every product of two Zeeman matrices
unchanged and reverses the trace of the product of all three. -/
theorem pair_traces_miss_sign (g : Matrix (Fin 3) (Fin 3) ℝ) :
    (∀ j k, trace (zeeman (-g) j * zeeman (-g) k) = trace (zeeman g j * zeeman g k)) ∧
    trace (zeeman (-g) 0 * zeeman (-g) 1 * zeeman (-g) 2)
      = -trace (zeeman g 0 * zeeman g 1 * zeeman g 2) := by
  have hn : ∀ k, zeeman (-g) k = -zeeman g k := by
    intro k
    simp only [zeeman, Matrix.neg_apply, Complex.ofReal_neg, neg_smul,
      Finset.sum_neg_distrib, smul_neg]
  constructor
  · intro j k
    rw [hn, hn, neg_mul_neg]
  · rw [hn, hn, hn, neg_mul_neg, mul_neg, Matrix.trace_neg]

end

end GTensorSign
```

The auxiliary statement `hn` is the relation \(Z_k\to-Z_k\). Both parts then follow by counting minus signs: two cancel in a pair, and one is left over in the triple product.

```lean
#print axioms GTensorSign.sign_principal_values
#print axioms GTensorSign.det_gTensor
#print axioms GTensorSign.pair_traces_miss_sign
```

```
'GTensorSign.sign_principal_values' depends on axioms: [propext, Classical.choice, Quot.sound]
'GTensorSign.det_gTensor' depends on axioms: [propext, Classical.choice, Quot.sound]
'GTensorSign.pair_traces_miss_sign' depends on axioms: [propext, Classical.choice, Quot.sound]
```
